# Bands and spin expectations of a free electron in a spiral exchange field

We describe the electron in a spin frame that turns with the spiral, where a position-dependent exchange field becomes a constant 2×2 matrix. In units \(\hbar=m=1\), let the field have no component along the spin axis \(z\) and couple spin down to spin up with amplitude \(De^{-iq\cdot r}\), where \(q\) is the wave vector of the spiral. The spinor with components \(v_0e^{i(k-q/2)\cdot r}\) and \(v_1e^{i(k+q/2)\cdot r}\) then leads to

\[
H=\begin{pmatrix}\|k-q/2\|^2/2 & D\\ \bar D & \|k+q/2\|^2/2\end{pmatrix}.
\]

The formal development starts from this matrix; the reduction from the position-dependent problem is assumed. The complex number \(D\) stands for the exchange field: its phase fixes the phase of the spiral, and \(2|D|\) is the splitting that the field would produce in a uniform magnet, \(q=0\).

## Energies and spin direction by hand

Write \(x=\langle k,q\rangle\), \(E_0=\|k\|^2/2+\|q\|^2/8\) and \(R=\sqrt{x^2/4+|D|^2}\). The claim is that the eigenvalues of \(H\) are \(E_0+sR\) with \(s=\pm1\), and that for \(R>0\) a normalised eigenvector of branch \(s\) has

\[
\langle\sigma_z\rangle=-\frac{sx}{2R},\qquad \langle\sigma_+\rangle=\frac{s\bar D}{2R}.
\]

Expanding the squares gives diagonal entries \(E_0\mp x/2\). Hence

\[
\det(H-\varepsilon)=(E_0-\varepsilon)^2-\frac{x^2}{4}-|D|^2=(\varepsilon-E_0)^2-R^2,
\]

which vanishes exactly at \(\varepsilon=E_0\pm R\). For \(\varepsilon=E_0+sR\) the two rows of the eigenvalue equation read

\[
Dv_1=(sR+x/2)\,v_0,\qquad \bar Dv_0=(sR-x/2)\,v_1 .
\]

Multiply the first by \(\bar v_0\), and the conjugate of the second by \(v_1\). Both left-hand sides are \(D\bar v_0v_1\), so

\[
(sR+x/2)|v_0|^2=(sR-x/2)|v_1|^2 .
\]

With \(|v_0|^2+|v_1|^2=1\) this becomes \(sR(|v_0|^2-|v_1|^2)=-x/2\). Since \(s^2=1\), dividing by \(sR\) gives \(\langle\sigma_z\rangle\).

Now multiply the second row by \(\bar v_0\), and the conjugate of the first by \(v_1\):

\[
\bar D|v_0|^2=(sR-x/2)\,\bar v_0v_1,\qquad \bar D|v_1|^2=(sR+x/2)\,\bar v_0v_1 .
\]

Their sum is \(\bar D=2sR\,\bar v_0v_1\), which gives \(\langle\sigma_+\rangle=\bar v_0v_1\).

Finally, the bands are \(2R\) apart at fixed \(k\). Because \(R^2-|D|^2=x^2/4\), this separation is at least \(2|D|\), with equality exactly when \(x=0\).

These formulas give the bands and spin texture of non-interacting electrons in a prescribed planar spiral, without a lattice potential; in a self-consistent electronic-structure calculation, \(D\) would itself depend on the occupied states.

## The matrix and its observables in Lean

The vectors \(k\) and \(q\) live in an arbitrary real inner-product space `V`, so the spatial dimension is left open. There is no lattice potential.

```lean
import Mathlib

open Matrix ComplexConjugate

namespace SpinSpiral

noncomputable section

variable {V : Type*} [NormedAddCommGroup V] [InnerProductSpace ℝ V]
```

Index 0 is spin up, with momentum \(k-q/2\).

```lean
/-- Hamiltonian of an electron in a spin spiral of wave vector `q`, in the co-rotating spin
frame: shifted kinetic energies on the diagonal, exchange coupling `D` off the diagonal. -/
def hamiltonian (k q : V) (D : ℂ) : Matrix (Fin 2) (Fin 2) ℂ :=
  !![((‖k - (1 / 2 : ℝ) • q‖ ^ 2 / 2 : ℝ) : ℂ), D;
     conj D, ((‖k + (1 / 2 : ℝ) • q‖ ^ 2 / 2 : ℝ) : ℂ)]
```

`halfGap` is \(R\), and `band` is \(E_0+sR\). The latter accepts any real `s`; only \(\pm1\) label bands.

```lean
/-- Half the vertical separation of the two spiral bands, `R = √(⟨k,q⟩²/4 + |D|²)`. -/
def halfGap (k q : V) (D : ℂ) : ℝ :=
  Real.sqrt ((inner ℝ k q) ^ 2 / 4 + ‖D‖ ^ 2)

/-- Band energy `‖k‖²/2 + ‖q‖²/8 + s R`; the upper band has `s = 1`, the lower `s = -1`. -/
def band (k q : V) (D : ℂ) (s : ℝ) : ℝ :=
  ‖k‖ ^ 2 / 2 + ‖q‖ ^ 2 / 8 + s * halfGap k q D
```

The spin operators refer to the co-rotating frame. In the laboratory frame, the local spin at position \(r\) has the same \(\langle\sigma_z\rangle\), while \(\langle\sigma_+\rangle\) is multiplied by \(e^{iq\cdot r}\).

```lean
/-- The Pauli matrix `σ_z`. -/
def sigmaZ : Matrix (Fin 2) (Fin 2) ℂ := !![1, 0; 0, -1]

/-- The spin-raising matrix `σ₊ = (σ_x + i σ_y)/2`. -/
def sigmaPlus : Matrix (Fin 2) (Fin 2) ℂ := !![0, 1; 0, 0]
```

`expect` does not divide by the norm, so normalisation appears later as a hypothesis.

```lean
/-- The quadratic form `⟨v|A|v⟩`, the expectation value of `A` when `v` is normalised. -/
def expect (A : Matrix (Fin 2) (Fin 2) ℂ) (v : Fin 2 → ℂ) : ℂ := star v ⬝ᵥ (A *ᵥ v)
```

## The spectrum

The first lemma expands the kinetic energies. The next two supply \(R^2\) and the condition for \(R>0\).

```lean
/-- The kinetic energies at `k - q/2` and `k + q/2` differ from their common mean
`‖k‖²/2 + ‖q‖²/8` by `∓⟨k,q⟩/2`. -/
theorem kinetic_energies (k q : V) :
    ‖k - (1 / 2 : ℝ) • q‖ ^ 2 / 2 = ‖k‖ ^ 2 / 2 + ‖q‖ ^ 2 / 8 - inner ℝ k q / 2 ∧
    ‖k + (1 / 2 : ℝ) • q‖ ^ 2 / 2 = ‖k‖ ^ 2 / 2 + ‖q‖ ^ 2 / 8 + inner ℝ k q / 2 := by
  have h : ‖(1 / 2 : ℝ) • q‖ ^ 2 = ‖q‖ ^ 2 / 4 := by
    rw [norm_smul, mul_pow, Real.norm_eq_abs, sq_abs]; ring
  constructor
  · rw [norm_sub_sq_real, h, real_inner_smul_right]; ring
  · rw [norm_add_sq_real, h, real_inner_smul_right]; ring

/-- The square of the half-gap is `⟨k,q⟩²/4 + |D|²`. -/
theorem halfGap_sq (k q : V) (D : ℂ) :
    halfGap k q D ^ 2 = (inner ℝ k q) ^ 2 / 4 + ‖D‖ ^ 2 :=
  Real.sq_sqrt (by positivity)

/-- The half-gap is positive if `k` is not orthogonal to `q` or the exchange coupling is
nonzero. -/
theorem halfGap_pos (k q : V) (D : ℂ) (h : inner ℝ k q ≠ 0 ∨ D ≠ 0) :
    0 < halfGap k q D := by
  apply Real.sqrt_pos.2
  rcases h with h | h
  · have h1 : 0 < (inner ℝ k q) ^ 2 := by positivity
    nlinarith [sq_nonneg ‖D‖]
  · have h1 : 0 < ‖D‖ := norm_pos_iff.2 h
    positivity
```

In `eigenvalue_iff`, `ε` ranges over all complex numbers, so the equivalence also excludes non-real eigenvalues. The step `hdet` is the factorised determinant, and `Matrix.exists_mulVec_eq_zero_iff` turns its vanishing into the existence of a nonzero eigenvector.

```lean
/-- The eigenvalues of the spin-spiral Hamiltonian are exactly the two band energies
`‖k‖²/2 + ‖q‖²/8 ± R`. -/
theorem eigenvalue_iff (k q : V) (D ε : ℂ) :
    (∃ v : Fin 2 → ℂ, v ≠ 0 ∧ hamiltonian k q D *ᵥ v = ε • v) ↔
      ε = band k q D 1 ∨ ε = band k q D (-1) := by
  have hR : (halfGap k q D : ℂ) ^ 2 = ((inner ℝ k q : ℝ) : ℂ) ^ 2 / 4 + D * conj D := by
    rw [Complex.mul_conj, Complex.normSq_eq_norm_sq]
    exact_mod_cast halfGap_sq k q D
  -- the characteristic determinant factorises over the two bands
  have hdet : (hamiltonian k q D - ε • (1 : Matrix (Fin 2) (Fin 2) ℂ)).det =
      (ε - band k q D 1) * (ε - band k q D (-1)) := by
    have hM : hamiltonian k q D - ε • (1 : Matrix (Fin 2) (Fin 2) ℂ) =
        !![((‖k - (1 / 2 : ℝ) • q‖ ^ 2 / 2 : ℝ) : ℂ) - ε, D;
           conj D, ((‖k + (1 / 2 : ℝ) • q‖ ^ 2 / 2 : ℝ) : ℂ) - ε] := by
      ext i j
      fin_cases i <;> fin_cases j <;> simp [hamiltonian]
    rw [hM, Matrix.det_fin_two_of, (kinetic_energies k q).1, (kinetic_energies k q).2]
    simp only [band]
    push_cast
    linear_combination hR
  have key : (∃ v : Fin 2 → ℂ, v ≠ 0 ∧ hamiltonian k q D *ᵥ v = ε • v) ↔
      ∃ v : Fin 2 → ℂ, v ≠ 0 ∧
        (hamiltonian k q D - ε • (1 : Matrix (Fin 2) (Fin 2) ℂ)) *ᵥ v = 0 := by
    simp only [Matrix.sub_mulVec, Matrix.smul_mulVec, Matrix.one_mulVec, sub_eq_zero]
  rw [key, Matrix.exists_mulVec_eq_zero_iff, hdet, mul_eq_zero, sub_eq_zero, sub_eq_zero]
```

## Spin expectations in each band

`eigen_components` is the pair of row equations.

```lean
/-- The eigenvalue equation of band `s`, written out for the two spin components. -/
theorem eigen_components (k q : V) (D : ℂ) (s : ℝ) (v : Fin 2 → ℂ)
    (h : hamiltonian k q D *ᵥ v = (band k q D s : ℂ) • v) :
    D * v 1 = ((s * halfGap k q D + inner ℝ k q / 2 : ℝ) : ℂ) * v 0 ∧
    conj D * v 0 = ((s * halfGap k q D - inner ℝ k q / 2 : ℝ) : ℂ) * v 1 := by
  rw [hamiltonian, (kinetic_energies k q).1, (kinetic_energies k q).2] at h
  have h0 := congrFun h 0
  have h1 := congrFun h 1
  simp [Matrix.mulVec, dotProduct, Fin.sum_univ_two, band] at h0 h1
  push_cast
  constructor
  · linear_combination h0
  · linear_combination h1
```

In the main theorem, `hv` is the normalisation and `hs` restricts `s` to \(\pm1\). The equations `c0` and `c1` are the conjugated rows. Each `key` is one of the two combinations found by hand, assembled by `linear_combination`; `hs2` then removes \(s^2\). For the upper band, \(s=1\), the first conclusion is \(\langle\sigma_z\rangle=-\langle k,q\rangle/(2R)\).

```lean
/-- A normalised eigenvector of band `s = ±1` has `⟨σ_z⟩ = -s⟨k,q⟩/(2R)` and
`⟨σ₊⟩ = s D*/(2R)`, provided `⟨k,q⟩` and `D` do not both vanish. -/
theorem spin_expectation (k q : V) (D : ℂ) (hD : inner ℝ k q ≠ 0 ∨ D ≠ 0)
    (s : ℝ) (hs : s = 1 ∨ s = -1) (v : Fin 2 → ℂ) (hv : star v ⬝ᵥ v = 1)
    (h : hamiltonian k q D *ᵥ v = (band k q D s : ℂ) • v) :
    expect sigmaZ v = -((s : ℂ) * (inner ℝ k q : ℝ) / (2 * halfGap k q D)) ∧
    expect sigmaPlus v = (s : ℂ) * conj D / (2 * halfGap k q D) := by
  obtain ⟨h0, h1⟩ := eigen_components k q D s v h
  have c0 := congrArg (starRingEnd ℂ) h0
  have c1 := congrArg (starRingEnd ℂ) h1
  simp only [map_mul, Complex.conj_conj, Complex.conj_ofReal] at c0 c1
  push_cast at h0 h1 c0 c1
  have hn : conj (v 0) * v 0 + conj (v 1) * v 1 = 1 := by
    simpa [dotProduct, Fin.sum_univ_two] using hv
  have hs2 : (s : ℂ) ^ 2 = 1 := by
    rcases hs with rfl | rfl <;> norm_num
  have hR : (halfGap k q D : ℂ) ≠ 0 :=
    Complex.ofReal_ne_zero.2 (halfGap_pos k q D hD).ne'
  have h2R : 2 * (halfGap k q D : ℂ) ≠ 0 := mul_ne_zero two_ne_zero hR
  have eZ : expect sigmaZ v = conj (v 0) * v 0 - conj (v 1) * v 1 := by
    simp [expect, sigmaZ, Matrix.mulVec, dotProduct, Fin.sum_univ_two, sub_eq_add_neg]
  have eP : expect sigmaPlus v = conj (v 0) * v 1 := by
    simp [expect, sigmaPlus, Matrix.mulVec, dotProduct, Fin.sum_univ_two]
  constructor
  · -- the off-diagonal terms cancel between the two component equations
    have key : (s : ℂ) * halfGap k q D * (conj (v 0) * v 0 - conj (v 1) * v 1)
        + ((inner ℝ k q : ℝ) : ℂ) / 2 = 0 := by
      linear_combination v 1 * c1 - conj (v 0) * h0 - ((inner ℝ k q : ℝ) : ℂ) / 2 * hn
    rw [eZ, ← neg_div, eq_div_iff h2R]
    linear_combination 2 * (s : ℂ) * key
      - 2 * (halfGap k q D : ℂ) * (conj (v 0) * v 0 - conj (v 1) * v 1) * hs2
  · -- here the diagonal terms cancel instead
    have key : 2 * (s : ℂ) * halfGap k q D * (conj (v 0) * v 1) = conj D := by
      linear_combination -(conj (v 0)) * h1 - v 1 * c0 + conj D * hn
    rw [eP, eq_div_iff h2R]
    linear_combination (s : ℂ) * key
      - 2 * (halfGap k q D : ℂ) * (conj (v 0) * v 1) * hs2
```

The hypothesis `hD` is needed. Take \(k=q=0\) and \(D=0\): then \(H=0\), and both \((1,0)\) and \((0,1)\) are normalised eigenvectors with the same energy, but their values of \(\langle\sigma_z\rangle\) are \(+1\) and \(-1\). No single formula in \(k\), \(q\), \(D\) and \(s\) can give both.

## The smallest vertical separation

The last theorem compares the squares of \(R\) and \(|D|\), both nonnegative. It concerns the two bands at the same \(k\), and does not assert a gap in the full spectrum over all \(k\).

```lean
/-- At every `k` the two bands are separated by at least `2|D|`, with equality exactly when
`k` is orthogonal to the spiral wave vector `q`. -/
theorem band_separation (k q : V) (D : ℂ) :
    2 * ‖D‖ ≤ band k q D 1 - band k q D (-1) ∧
    (band k q D 1 - band k q D (-1) = 2 * ‖D‖ ↔ inner ℝ k q = 0) := by
  have hg : band k q D 1 - band k q D (-1) = 2 * halfGap k q D := by
    simp only [band]; ring
  have hsq := halfGap_sq k q D
  have hR : 0 ≤ halfGap k q D := Real.sqrt_nonneg _
  have hD : 0 ≤ ‖D‖ := norm_nonneg D
  rw [hg]
  refine ⟨by nlinarith [sq_nonneg (inner ℝ k q)], fun h => ?_, fun h => ?_⟩
  · have he : halfGap k q D = ‖D‖ := by linarith
    rw [he] at hsq
    have hz : (inner ℝ k q) ^ 2 = 0 := by linarith
    exact pow_eq_zero_iff two_ne_zero |>.1 hz
  · rw [h] at hsq
    have he : halfGap k q D = ‖D‖ := (sq_eq_sq₀ hR hD).1 (by linarith)
    rw [he]

end

end SpinSpiral
```

```lean
#print axioms SpinSpiral.eigenvalue_iff
#print axioms SpinSpiral.spin_expectation
#print axioms SpinSpiral.band_separation
```

```
'SpinSpiral.eigenvalue_iff' depends on axioms: [propext, Classical.choice, Quot.sound]
'SpinSpiral.spin_expectation' depends on axioms: [propext, Classical.choice, Quot.sound]
'SpinSpiral.band_separation' depends on axioms: [propext, Classical.choice, Quot.sound]
```
